# An uncertainty relation for angular momentum and the phase $e^{i\theta}$

Consider a particle on a ring, with angle $\theta$ and normalised modes $e_n(\theta)=e^{in\theta}$, using the measure $d\theta/2\pi$. In units of $\hbar$, the angular momentum $L=-i\,d/d\theta$ multiplies $e_n$ by $n$. Multiplication by $U=e^{i\theta}$ turns $e_n$ into $e_{n+1}$. A single mode has sharp angular momentum and a uniform angular distribution. The smallest state with a preferred direction combines two neighbouring modes:

$$\psi=\frac{e_0+e_1}{\sqrt2},\qquad \langle L\rangle=\tfrac12,\qquad \langle U\rangle=\langle\psi,U\psi\rangle=\tfrac12 .$$

Subtracting the means gives three deviation vectors:

$$(L-\tfrac12)\psi=\frac{-e_0+e_1}{2\sqrt2},\quad
(U-\tfrac12)\psi=\frac{-e_0+e_1+2e_2}{2\sqrt2},\quad
(U^{-1}-\tfrac12)\psi=\frac{2e_{-1}+e_0-e_1}{2\sqrt2}.$$

The first overlaps the second by $\tfrac14$ and the third by $-\tfrac14$, and the difference of the overlaps is $\tfrac12=\langle U\rangle$. The derivation below shows that this difference equals $\langle U\rangle$ in every unit state, so a nonzero $\langle U\rangle$ needs a nonzero deviation of $L$. Here $\mathrm{Var}(L)=\tfrac14$ and $1-|\langle U\rangle|^2=\tfrac34$, with product $\tfrac3{16}$, which exceeds $|\langle U\rangle|^2/4=\tfrac1{16}$.

## The bound and its derivation

Let $L$ be a symmetric linear operator and $U$ a surjective linear isometry on a complex inner-product space, with $LU-UL=U$. Then every unit vector $\psi$ satisfies

$$\frac{|\langle U\rangle|^2}{4}\le \mathrm{Var}(L)\,\bigl(1-|\langle U\rangle|^2\bigr).$$

The commutation relation says that multiplying by $e^{i\theta}$ adds one quantum of angular momentum. The number $|\langle U\rangle|$ measures how strongly the angle is concentrated about a single direction, without choosing where on the ring $\theta$ jumps by $2\pi$.

Write $u=\langle\psi,U\psi\rangle$ and $l=\langle\psi,L\psi\rangle$, which is real because $L$ is symmetric. The inner product is conjugate-linear in its first entry. Set

$$a=(L-l)\psi,\qquad b=(U-u)\psi,\qquad b'=(U^{-1}-\bar u)\psi .$$

Since $\|U\psi\|=1$ and $\langle U\psi,u\psi\rangle=u\bar u$,

$$\|b\|^2=1-2|u|^2+|u|^2=1-|u|^2 .$$

The inverse has mean $\langle\psi,U^{-1}\psi\rangle=\langle U\psi,\psi\rangle=\bar u$, so the same calculation gives $\|b'\|=\|b\|$.

Expanding the overlaps, and using $\langle U^{-1}\psi,x\rangle=\langle\psi,Ux\rangle$, gives

$$\langle a,b\rangle=\langle L\psi,U\psi\rangle-lu,\qquad
\langle b',a\rangle=\langle\psi,UL\psi\rangle-lu .$$

By symmetry $\langle L\psi,U\psi\rangle=\langle\psi,LU\psi\rangle$. Subtracting,

$$\langle a,b\rangle-\langle b',a\rangle=\langle\psi,(LU-UL)\psi\rangle=u .$$

The triangle and Cauchy–Schwarz inequalities now give

$$|u|\le\|a\|\|b\|+\|b'\|\|a\|=2\|a\|\|b\| .$$

Squaring and dividing by four proves the bound, because $\|a\|^2=\mathrm{Var}(L)$. If $\psi$ is an eigenvector of $L$, then $a=0$ and hence $u=0$.

To divide by $1-|u|^2$ we need $|u|<1$. Suppose $U\varphi=z\varphi$, and put $N=\langle\varphi,\varphi\rangle$ and $p=\langle\varphi,L\varphi\rangle$. Isometry gives $|z|^2N=N$. Evaluating $\langle U\varphi,LU\varphi\rangle$ with the eigenvalue equation and with the commutator gives $|z|^2p=p+N$. Multiply the first equation by $p$, the second by $N$, and subtract: $N^2=0$, so $\varphi=0$. Thus $U$ has no eigenvector. For a unit $\psi$ this means $b\ne0$, so $1-|u|^2=\|b\|^2>0$ and

$$\mathrm{Var}(L)\ge\frac{|u|^2}{4(1-|u|^2)} .$$

For a single planar rotor, such as an internal rotation modelled by one angle, this shows how orienting the state forces a spread in angular momentum.

## Operators, means and variances in Lean

The space `E` carries a complex inner product and need not be complete.

```lean
import Mathlib

open scoped InnerProductSpace ComplexConjugate

namespace CircularUncertainty

noncomputable section

variable {E : Type*} [NormedAddCommGroup E] [InnerProductSpace ℂ E]
```

The function `mean` is the expectation value in a unit state. It accepts any map `A`, so it applies to the non-Hermitian $U$ as well as to $L$.

```lean
/-- The expectation value `⟨ψ, A ψ⟩` of `A` in the unit state `ψ`. -/
def mean (A : E → E) (ψ : E) : ℂ := ⟪ψ, A ψ⟫_ℂ
```

Likewise, `variance` is the squared length of the deviation vector. For $U$ it equals $1-|\langle U\rangle|^2$, whereas circular statistics often uses the name for $1-|\langle U\rangle|$.

```lean
/-- The variance of `A` in the unit state `ψ`: the squared length of `(A - ⟨A⟩) ψ`. -/
def variance (A : E → E) (ψ : E) : ℝ := ‖A ψ - mean A ψ • ψ‖ ^ 2
```

The type `E →ₗ[ℂ] E` makes `L` a linear map defined on all of `E`, and `E ≃ₗᵢ[ℂ] E` makes `U` a surjective linear isometry, with inverse `U.symm`. The letter $U$ denotes the phase here, not time evolution. The proposition `RaisesByOne` fixes $\hbar=1$ and the sign of the commutator.

```lean
/-- The commutation relation `L U - U L = U` of angular momentum `L` with the
phase operator `U = exp(iθ)`. -/
def RaisesByOne (L : E →ₗ[ℂ] E) (U : E ≃ₗᵢ[ℂ] E) : Prop :=
  ∀ φ, L (U φ) - U (L φ) = U φ
```

Taking `E` to be a common domain that $L$ maps into itself and $U$ maps onto itself accommodates the unbounded $L$. Completeness would in fact exclude every nonzero example: a symmetric $L$ defined on a whole Hilbert space is bounded, while $LU^n-U^nL=nU^n$ would force $n\le2\|L\|$ for every $n$. In particular, matrices in a truncated angular-momentum basis cannot satisfy the hypotheses exactly. This observation is a side argument, with no theorem below to back it.

## Deviation vectors and the commutator

The first lemma expands $\|U\psi-u\psi\|^2$. Its two `have` steps evaluate the cross term as $|u|^2$.

```lean
/-- In a unit state, the variance of a surjective linear isometry `U` is `1 - |⟨U⟩|²`. -/
theorem variance_isometry (U : E ≃ₗᵢ[ℂ] E) {ψ : E} (hψ : ‖ψ‖ = 1) :
    variance U ψ = 1 - ‖mean U ψ‖ ^ 2 := by
  have h : ⟪U ψ, mean U ψ • ψ⟫_ℂ = ((‖mean U ψ‖ ^ 2 : ℝ) : ℂ) := by
    rw [inner_smul_right, ← inner_conj_symm (U ψ) ψ]
    change mean U ψ * conj (mean U ψ) = _
    rw [Complex.mul_conj, Complex.normSq_eq_norm_sq]
  have h' : RCLike.re ⟪U ψ, mean U ψ • ψ⟫_ℂ = ‖mean U ψ‖ ^ 2 := by
    rw [h]
    exact Complex.ofReal_re _
  rw [variance, @norm_sub_sq ℂ, h', U.norm_map, norm_smul, hψ]
  ring
```

The mean of the inverse follows by applying $U$ to both entries of the inner product.

```lean
/-- The mean of the inverse of `U` is the complex conjugate of the mean of `U`. -/
theorem mean_symm (U : E ≃ₗᵢ[ℂ] E) (ψ : E) : mean U.symm ψ = conj (mean U ψ) := by
  have h := U.inner_map_map ψ (U.symm ψ)
  rw [U.apply_symm_apply] at h
  unfold mean
  rw [← h, inner_conj_symm]
```

The overlap identity is the central algebraic step. In its proof, `key` moves $U^{-1}$ across the inner product, and `hc` uses symmetry and the commutator. Expansion and `ring` cancel the remaining terms. No normalisation is needed, because the terms containing $\|\psi\|^2$ also cancel.

```lean
/-- For symmetric `L` with `L U - U L = U`, the mean of `U` is a difference of two overlaps
between the deviation vectors of `L`, `U` and the inverse of `U`. -/
theorem mean_eq_overlaps {L : E →ₗ[ℂ] E} {U : E ≃ₗᵢ[ℂ] E} (hL : L.IsSymmetric)
    (hLU : RaisesByOne L U) (ψ : E) :
    ⟪L ψ - mean L ψ • ψ, U ψ - mean U ψ • ψ⟫_ℂ
      - ⟪U.symm ψ - mean U.symm ψ • ψ, L ψ - mean L ψ • ψ⟫_ℂ = mean U ψ := by
  have hl : ⟪L ψ, ψ⟫_ℂ = mean L ψ := hL ψ ψ
  have hl' : ⟪ψ, L ψ⟫_ℂ = mean L ψ := rfl
  have hu : ⟪ψ, U ψ⟫_ℂ = mean U ψ := rfl
  have hlc : conj (mean L ψ) = mean L ψ := (inner_conj_symm (L ψ) ψ).trans hl
  have key : ∀ x, ⟪U.symm ψ, x⟫_ℂ = ⟪ψ, U x⟫_ℂ := fun x => by
    rw [← U.inner_map_map (U.symm ψ) x, U.apply_symm_apply]
  -- the commutator enters here
  have hc : ⟪L ψ, U ψ⟫_ℂ = ⟪ψ, U (L ψ)⟫_ℂ + mean U ψ := by
    rw [hL ψ (U ψ), sub_eq_iff_eq_add'.mp (hLU ψ), inner_add_right, hu]
  rw [mean_symm]
  simp only [inner_sub_left, inner_sub_right, inner_smul_left, inner_smul_right, key, hc,
    hl, hl', hu, hlc, Complex.conj_conj]
  ring
```

## The uncertainty inequality

The hypotheses are symmetry `hL`, the commutation relation `hLU` and normalisation `hψ`; the conclusion is the bound derived above. The step `hcb` gives $\|b'\|=\|b\|$, `h` is the triangle inequality, and `h1` and `h2` are the two uses of Cauchy–Schwarz. They combine in `h3` to give $|u|\le2\|a\|\|b\|$, which `h4` squares.

```lean
/-- **Circular uncertainty relation.** For symmetric `L` and a surjective linear isometry `U`
with `L U - U L = U`, every unit state satisfies `|⟨U⟩|² / 4 ≤ Var(L) (1 - |⟨U⟩|²)`. -/
theorem circular_uncertainty {L : E →ₗ[ℂ] E} {U : E ≃ₗᵢ[ℂ] E} (hL : L.IsSymmetric)
    (hLU : RaisesByOne L U) {ψ : E} (hψ : ‖ψ‖ = 1) :
    ‖mean U ψ‖ ^ 2 / 4 ≤ variance L ψ * (1 - ‖mean U ψ‖ ^ 2) := by
  have hb := variance_isometry U hψ
  have hc := variance_isometry U.symm hψ
  rw [mean_symm, RCLike.norm_conj, ← hb] at hc
  -- `U` and its inverse have deviation vectors of equal length
  have hcb : ‖U.symm ψ - mean U.symm ψ • ψ‖ = ‖U ψ - mean U ψ • ψ‖ :=
    (sq_eq_sq₀ (norm_nonneg _) (norm_nonneg _)).mp hc
  have h := norm_sub_le ⟪L ψ - mean L ψ • ψ, U ψ - mean U ψ • ψ⟫_ℂ
    ⟪U.symm ψ - mean U.symm ψ • ψ, L ψ - mean L ψ • ψ⟫_ℂ
  rw [mean_eq_overlaps hL hLU] at h
  -- Cauchy-Schwarz on both overlaps
  have h1 := norm_inner_le_norm (𝕜 := ℂ) (L ψ - mean L ψ • ψ) (U ψ - mean U ψ • ψ)
  have h2 := norm_inner_le_norm (𝕜 := ℂ) (U.symm ψ - mean U.symm ψ • ψ) (L ψ - mean L ψ • ψ)
  rw [hcb] at h2
  have h3 : ‖mean U ψ‖ ≤ 2 * (‖L ψ - mean L ψ • ψ‖ * ‖U ψ - mean U ψ • ψ‖) := by linarith
  have h4 := pow_le_pow_left₀ (norm_nonneg _) h3 2
  rw [← hb, variance, variance]
  linarith
```

For an eigenvector of $L$, the eigenvalue is the mean, so the variance vanishes and the inequality forces $\langle U\rangle=0$. Both sides of the bound are then zero.

```lean
/-- Under the hypotheses of the circular uncertainty relation, a unit eigenvector of `L`
has `⟨U⟩ = 0`. -/
theorem mean_eq_zero_of_eigenvector {L : E →ₗ[ℂ] E} {U : E ≃ₗᵢ[ℂ] E} (hL : L.IsSymmetric)
    (hLU : RaisesByOne L U) {ψ : E} (hψ : ‖ψ‖ = 1) {c : ℂ} (h : L ψ = c • ψ) :
    mean U ψ = 0 := by
  have hm : mean L ψ = c := by
    rw [mean, h, inner_smul_right, inner_self_eq_norm_sq_to_K, hψ]
    simp
  have hv : variance L ψ = 0 := by simp [variance, hm, h]
  have hu := circular_uncertainty hL hLU hψ
  rw [hv, zero_mul] at hu
  exact norm_eq_zero.mp (pow_eq_zero_iff two_ne_zero |>.mp
    (le_antisymm (by linarith) (by positivity)))
```

## No perfectly sharp angle

The next theorem excludes eigenvectors of $U$ within `E`. It does not assume that $L$ is symmetric. The equations `h1` and `h2` are the two evaluations made above, and `linear_combination` performs the subtraction that yields $N^2=0$.

```lean
/-- If `L U - U L = U` for a linear `L` and a surjective linear isometry `U`, then `U` has no
eigenvector: `U φ = z φ` forces `φ = 0`. -/
theorem no_sharp_angle {L : E →ₗ[ℂ] E} {U : E ≃ₗᵢ[ℂ] E} (hLU : RaisesByOne L U)
    {φ : E} {z : ℂ} (hz : U φ = z • φ) : φ = 0 := by
  have h1 : ⟪U φ, L (U φ)⟫_ℂ = ⟪φ, L φ⟫_ℂ + ⟪φ, φ⟫_ℂ := by
    rw [sub_eq_iff_eq_add'.mp (hLU φ), inner_add_right, U.inner_map_map, U.inner_map_map]
  have h2 := U.inner_map_map φ φ
  rw [hz, map_smul, inner_smul_left, inner_smul_right] at h1
  rw [hz, inner_smul_left, inner_smul_right] at h2
  have h3 : ⟪φ, φ⟫_ℂ ^ 2 = 0 := by
    linear_combination ⟪φ, L φ⟫_ℂ * h2 - ⟪φ, φ⟫_ℂ * h1
  exact inner_self_eq_zero.mp (pow_eq_zero_iff two_ne_zero |>.mp h3)
```

Applied to $b=0$, this result gives strict positivity of $1-|u|^2$. The theorem then records both $|u|<1$ and the divided form of the uncertainty relation.

```lean
/-- Under the hypotheses of the circular uncertainty relation, `|⟨U⟩| < 1` in every unit state,
and the variance of `L` is at least `|⟨U⟩|² / (4 (1 - |⟨U⟩|²))`. -/
theorem variance_lower_bound {L : E →ₗ[ℂ] E} {U : E ≃ₗᵢ[ℂ] E} (hL : L.IsSymmetric)
    (hLU : RaisesByOne L U) {ψ : E} (hψ : ‖ψ‖ = 1) :
    ‖mean U ψ‖ < 1 ∧ ‖mean U ψ‖ ^ 2 / (4 * (1 - ‖mean U ψ‖ ^ 2)) ≤ variance L ψ := by
  have hψ0 : ψ ≠ 0 := fun h => by simp [h] at hψ
  have hb : U ψ - mean U ψ • ψ ≠ 0 := fun h => hψ0 (no_sharp_angle hLU (sub_eq_zero.mp h))
  have hpos : 0 < variance U ψ := pow_pos (norm_pos_iff.mpr hb) 2
  rw [variance_isometry U hψ] at hpos
  refine ⟨by nlinarith [norm_nonneg (mean U ψ)], ?_⟩
  rw [div_le_iff₀ (by linarith)]
  linarith [circular_uncertainty hL hLU hψ]
```

## The ring in Fourier coefficients

A concrete model uses functions `ℤ →₀ ℂ`, which have only finitely many nonzero values. Such an $f$ represents the finite Fourier sum $\sum_n f_ne^{in\theta}$. The following identity shows that the inner product of $f$ with itself is $\sum_n|f_n|^2$.

```lean
/-- The sum of `conj (f n) f n` over all Fourier modes is the real sum of `|f n|²`. -/
theorem tsum_conj_mul_self (f : ℤ →₀ ℂ) :
    ∑' n, conj (f n) * f n = ((∑' n, ‖f n‖ ^ 2 : ℝ) : ℂ) := by
  rw [Complex.ofReal_tsum]
  exact tsum_congr fun n => by simp [Complex.conj_mul']
```

The structure `rotorCore` verifies the inner-product laws for $\sum_n\overline{f_n}g_n$. Finite support justifies splitting the sums. For definiteness, each nonnegative term is bounded by a total that is zero.

```lean
/-- The inner product `∑ conj (f n) g n` on finitely supported Fourier coefficients. -/
@[reducible] def rotorCore : InnerProductSpace.Core ℂ (ℤ →₀ ℂ) where
  inner f g := ∑' n, conj (f n) * g n
  conj_inner_symm f g := by
    change conj (∑' n, conj (g n) * f n) = ∑' n, conj (f n) * g n
    rw [Complex.conj_tsum]
    exact tsum_congr fun n => by rw [map_mul, Complex.conj_conj, mul_comm]
  re_inner_nonneg f := by
    change 0 ≤ (∑' n, conj (f n) * f n).re
    rw [tsum_conj_mul_self, Complex.ofReal_re]
    exact tsum_nonneg fun n => by positivity
  add_left f g k := by
    have hs : ∀ u : ℤ →₀ ℂ, Summable fun n => conj (u n) * k n := fun u =>
      summable_of_ne_finset_zero (s := u.support) fun n hn => by
        simp [Finsupp.notMem_support_iff.mp hn]
    change ∑' n, conj (f n + g n) * k n = ∑' n, conj (f n) * k n + ∑' n, conj (g n) * k n
    rw [← (hs f).tsum_add (hs g)]
    exact tsum_congr fun n => by rw [map_add, add_mul]
  smul_left f g c := by
    change ∑' n, conj (c * f n) * g n = conj c * ∑' n, conj (f n) * g n
    rw [← tsum_mul_left]
    exact tsum_congr fun n => by rw [map_mul, mul_assoc]
  definite f hf := by
    change ∑' n, conj (f n) * f n = 0 at hf
    rw [tsum_conj_mul_self, Complex.ofReal_eq_zero] at hf
    have hs : Summable fun n => ‖f n‖ ^ 2 :=
      summable_of_ne_finset_zero (s := f.support) fun n hn => by
        simp [Finsupp.notMem_support_iff.mp hn]
    ext n
    have hn := hs.le_tsum n fun _ _ => by positivity
    rw [hf] at hn
    exact norm_eq_zero.mp (pow_eq_zero_iff two_ne_zero |>.mp (le_antisymm hn (by positivity)))
```

The norm and the inner-product structure are both obtained from this core.

```lean
instance : NormedAddCommGroup (ℤ →₀ ℂ) := rotorCore.toNormedAddCommGroup

instance : InnerProductSpace ℂ (ℤ →₀ ℂ) := InnerProductSpace.ofCore rotorCore.toCore
```

Angular momentum multiplies the coefficient at $n$ by $n$, which preserves finite support.

```lean
/-- Angular momentum on Fourier coefficients: `(L f) n = n f n`. -/
def rotorL : (ℤ →₀ ℂ) →ₗ[ℂ] (ℤ →₀ ℂ) where
  toFun f := Finsupp.onFinset f.support (fun n => (n : ℂ) * f n)
    fun _ h => Finsupp.mem_support_iff.mpr (right_ne_zero_of_mul h)
  map_add' f g := by
    ext n
    change (n : ℂ) * (f n + g n) = n * f n + n * g n
    ring
  map_smul' c f := by
    ext n
    change (n : ℂ) * (c * f n) = c * (n * f n)
    ring
```

Multiplication by $e^{i\theta}$ moves each coefficient up by one place, so the new value at $n$ is the old value at $n-1$. Relabelling the summation index shows that this shift preserves inner products.

```lean
/-- Multiplication by `exp(iθ)` on Fourier coefficients: `(U f) n = f (n - 1)`. -/
def rotorU : (ℤ →₀ ℂ) ≃ₗᵢ[ℂ] (ℤ →₀ ℂ) :=
  LinearEquiv.isometryOfInner (Finsupp.domLCongr (Equiv.addRight (1 : ℤ))) fun f g =>
    (Equiv.addRight (1 : ℤ)).symm.tsum_eq fun n => conj (f n) * g n
```

The last theorem checks both hypotheses. Symmetry holds because $n$ is real, and the commutator reduces to $nf_{n-1}-(n-1)f_{n-1}=f_{n-1}$.

```lean
/-- On finitely supported Fourier coefficients, `rotorL` is symmetric and satisfies
`L U - U L = U` with `rotorU`. -/
theorem rotor_witness : rotorL.IsSymmetric ∧ RaisesByOne rotorL rotorU := by
  constructor
  · intro f g
    change ∑' n : ℤ, conj ((n : ℂ) * f n) * g n = ∑' n : ℤ, conj (f n) * ((n : ℂ) * g n)
    exact tsum_congr fun n => by rw [map_mul, map_intCast]; ring
  · intro f
    ext n
    change (n : ℂ) * f (n + -1) - ((n + -1 : ℤ) : ℂ) * f (n + -1) = f (n + -1)
    push_cast
    ring

end

end CircularUncertainty
```

The general theorems therefore apply to every normalised finite Fourier sum, including the two-mode state at the start. The bound also holds for all normalised ring wavefunctions with finite $\langle L^2\rangle$, but that extension is not formalised here.

```lean
#print axioms CircularUncertainty.circular_uncertainty
-- 'CircularUncertainty.circular_uncertainty' depends on axioms: [propext, Classical.choice, Quot.sound]
#print axioms CircularUncertainty.mean_eq_zero_of_eigenvector
-- 'CircularUncertainty.mean_eq_zero_of_eigenvector' depends on axioms: [propext, Classical.choice, Quot.sound]
#print axioms CircularUncertainty.variance_lower_bound
-- 'CircularUncertainty.variance_lower_bound' depends on axioms: [propext, Classical.choice, Quot.sound]
```
